# Truncating the dispersion energy of identical coupled oscillators at the triple-dipole term gives an upper bound

## Oscillators, coupling and units

Each atom is represented by a charged harmonic oscillator of frequency $w$. The index set $n$ labels the displacement coordinates, so $N$ atoms in three dimensions give $3N$ labels. With unit mass and $\hbar = 1$, the coupled system has the Hamiltonian

$$H = \tfrac12\, p^{\mathsf T} p + \tfrac12\, x^{\mathsf T} w^2 (I+T)\, x ,$$

where $x$ and $p$ collect the displacements and momenta, and $T$ is a real symmetric, dimensionless matrix that describes the dipole coupling. In Lean, `n` is any finite type and `T : Matrix n n ℝ` is a matrix with rows and columns labelled by it.

```lean
import Mathlib

open Matrix

namespace ManyBodyDispersion

noncomputable section

variable {n : Type*} [Fintype n] [DecidableEq n]
```

The matrix in the potential energy is the force-constant matrix $w^2(I+T)$. The `1` in the code is the identity matrix.

```lean
/-- Force-constant matrix of identical oscillators of frequency `w` (unit mass) coupled by the
dimensionless dipole matrix `T`. -/
def forceMatrix (w : ℝ) (T : Matrix n n ℝ) : Matrix n n ℝ := w ^ 2 • (1 + T)
```

Let $t_k$ be the eigenvalues of $T$, counted with multiplicity. The collective modes have frequencies

$$\Omega_k = w\sqrt{1+t_k}.$$

The argument `hT : T.IsHermitian` says that the real matrix $T$ is symmetric, and `hT.eigenvalues k` is $t_k$.

```lean
/-- Frequency of the `k`-th collective mode, `w √(1 + t_k)`, with `t_k` an eigenvalue of `T`. -/
def modeFrequency (w : ℝ) {T : Matrix n n ℝ} (hT : T.IsHermitian) (k : n) : ℝ :=
  w * √(1 + hT.eigenvalues k)
```

The dispersion energy is the change in zero-point energy when the coupling is switched on:

$$E = \sum_k \left(\frac{\Omega_k}{2} - \frac{w}{2}\right) = \frac{w}{2}\sum_k\left(\sqrt{1+t_k}-1\right).$$

The file takes this sum as the definition of $E$. The zero-point energy $\Omega/2$ of a harmonic mode is put in as known quantum mechanics and is not derived from $H$.

```lean
/-- Many-body dispersion energy (with `ℏ = 1`): the zero-point energy of the coupled modes minus
that of the uncoupled oscillators. -/
def mbdEnergy (w : ℝ) {T : Matrix n n ℝ} (hT : T.IsHermitian) : ℝ :=
  ∑ k, (modeFrequency w hT k / 2 - w / 2)
```

Two conditions on $T$ are used below. The first is $\operatorname{tr} T = 0$, which holds for dipole coupling because an oscillator does not interact with its own dipole field, so the diagonal of $T$ vanishes. The second is that $I+T$ is positive definite. This is mechanical stability: every displacement costs energy, and no mode softens to zero frequency.

## Stability gives real mode frequencies

Let $v_k$ be a normalised eigenvector of $T$ with eigenvalue $t_k$. Positive definiteness gives

$$0 < v_k^{\mathsf T}(I+T)v_k = (1+t_k)\,v_k^{\mathsf T}v_k = 1+t_k .$$

The Lean proof evaluates the same quadratic form. It needs only $v_k \neq 0$ and $v_k^{\mathsf T}v_k \ge 0$: if $1+t_k$ were not positive, the product could not be positive either, and `nlinarith` closes that contradiction.

```lean
/-- If `1 + T` is positive definite, then `1 + t_k > 0` for every eigenvalue `t_k` of `T`. -/
theorem one_add_eigenvalue_pos {T : Matrix n n ℝ} (hT : T.IsHermitian)
    (hpos : (1 + T).PosDef) (k : n) : 0 < 1 + hT.eigenvalues k := by
  have hv : (hT.eigenvectorBasis k).ofLp ≠ 0 := fun h =>
    hT.eigenvectorBasis.orthonormal.ne_zero k (PiLp.ext fun i => congrFun h i)
  -- evaluate the quadratic form of `1 + T` on the eigenvector
  have hp := hpos.dotProduct_mulVec_pos hv
  rw [Matrix.add_mulVec, Matrix.one_mulVec, hT.mulVec_eigenvectorBasis k, dotProduct_add,
    dotProduct_smul, star_trivial, smul_eq_mul] at hp
  have h0 : 0 ≤ (hT.eigenvectorBasis k).ofLp ⬝ᵥ (hT.eigenvectorBasis k).ofLp :=
    Finset.sum_nonneg fun i _ => mul_self_nonneg _
  by_contra hneg
  nlinarith
```

The numbers $\Omega_k$ are therefore the normal-mode frequencies of the coupled system, since

$$w^2(I+T)\,v_k = w^2(1+t_k)\,v_k = \Omega_k^2\, v_k .$$

Stability enters where the square root is squared, because $(\sqrt{1+t_k})^2 = 1+t_k$ requires $1+t_k \ge 0$.

```lean
/-- If `1 + T` is positive definite, each vector of the eigenvector basis of `T` is a normal mode:
the force-constant matrix acts on it as multiplication by the square of the mode frequency. -/
theorem forceMatrix_mulVec_mode (w : ℝ) {T : Matrix n n ℝ} (hT : T.IsHermitian)
    (hpos : (1 + T).PosDef) (k : n) :
    forceMatrix w T *ᵥ (hT.eigenvectorBasis k).ofLp =
      modeFrequency w hT k ^ 2 • (hT.eigenvectorBasis k).ofLp := by
  rw [forceMatrix, modeFrequency, mul_pow, Real.sq_sqrt (one_add_eigenvalue_pos hT hpos k).le,
    Matrix.smul_mulVec, Matrix.add_mulVec, Matrix.one_mulVec, hT.mulVec_eigenvectorBasis k]
  module
```

## Traces of powers as sums over modes

Place the eigenvectors in the columns of a matrix $U$. Then $U$ is orthogonal and

$$UU^{\mathsf T} = I, \qquad TU = UD, \qquad D = \operatorname{diag}(t_k).$$

For real matrices, `star U` is the transpose. The second equation is the eigenvalue equation read column by column, which is how the proof obtains it, entry by entry.

```lean
/-- An orthogonal change of coordinates brings the coupling matrix to diagonal form. -/
theorem exists_mode_coordinates {T : Matrix n n ℝ} (hT : T.IsHermitian) :
    ∃ U : Matrix n n ℝ, U * star U = 1 ∧ T * U = U * diagonal hT.eigenvalues := by
  refine ⟨hT.eigenvectorUnitary, Matrix.mem_unitaryGroup_iff.mp hT.eigenvectorUnitary.2, ?_⟩
  ext i j
  have h := congrFun (hT.mulVec_eigenvectorBasis j) i
  simp only [Matrix.mulVec, dotProduct, Pi.smul_apply, smul_eq_mul] at h
  rw [Matrix.mul_diagonal, Matrix.mul_apply]
  simp only [Matrix.IsHermitian.eigenvectorUnitary_apply]
  linear_combination h
```

Applying $TU = UD$ repeatedly gives $T^mU = UD^m$, and the cyclic property of the trace then gives

$$\operatorname{tr} T^m = \operatorname{tr}(T^m U U^{\mathsf T}) = \operatorname{tr}(U D^m U^{\mathsf T}) = \operatorname{tr} D^m = \sum_k t_k^m .$$

In the code, `hm` is the repeated application, proved by induction on $m$, and the `calc` block is the chain of traces.

```lean
/-- The trace of the `m`-th power of the coupling matrix is the sum of the `m`-th powers of its
eigenvalues. -/
theorem trace_pow_eq_sum {T : Matrix n n ℝ} (hT : T.IsHermitian) (m : ℕ) :
    (T ^ m).trace = ∑ k, hT.eigenvalues k ^ m := by
  obtain ⟨U, hU, hTU⟩ := exists_mode_coordinates hT
  have hU' : star U * U = 1 := mul_eq_one_comm.mp hU
  have hm : T ^ m * U = U * diagonal hT.eigenvalues ^ m := by
    induction m with
    | zero => simp
    | succ m ih => rw [pow_succ, mul_assoc, hTU, ← mul_assoc, ih, mul_assoc, ← pow_succ]
  calc (T ^ m).trace = (T ^ m * U * star U).trace := by rw [mul_assoc, hU, mul_one]
    _ = (diagonal hT.eigenvalues ^ m).trace := by
        rw [hm, Matrix.trace_mul_comm, ← mul_assoc, hU', one_mul]
    _ = ∑ k, hT.eigenvalues k ^ m := by simp [Matrix.diagonal_pow, Matrix.trace_diagonal]
```

## The cubic expansion of the square root lies above it

The Taylor polynomial of $\sqrt{1+t}$ to third order is $1+\frac t2-\frac{t^2}{8}+\frac{t^3}{16}$. Its error has a closed form. Put $s=\sqrt{1+t}$, so that $t=s^2-1$, and multiply the error by 16:

$$\begin{aligned}
&16 + 8(s^2-1) - 2(s^2-1)^2 + (s^2-1)^3 - 16 s\\
&\quad = s^6 - 5s^4 + 15s^2 - 16s + 5\\
&\quad = (s-1)^4(s^2+4s+5)\\
&\quad = (s-1)^4\big((s+2)^2+1\big).
\end{aligned}$$

The last line is a product of nonnegative factors, so the polynomial is never below the square root for any $t\ge -1$. Nothing here requires $|t|<1$. The Lean proof makes the same substitution, with `generalize` naming the square root $s$, and `ring` checks the polynomial identity.

```lean
/-- Exact error of the third-order expansion of `√(1 + t)`, for `t ≥ -1`. -/
theorem sqrt_expansion_error {t : ℝ} (ht : -1 ≤ t) :
    1 + t / 2 - t ^ 2 / 8 + t ^ 3 / 16 - √(1 + t) =
      (√(1 + t) - 1) ^ 4 * ((√(1 + t) + 2) ^ 2 + 1) / 16 := by
  have hs : √(1 + t) ^ 2 = 1 + t := Real.sq_sqrt (by linarith)
  generalize √(1 + t) = s at hs ⊢
  have h : t = s ^ 2 - 1 := by linarith
  rw [h]
  ring
```

## The truncation error, mode by mode

Write $s_k=\sqrt{1+t_k}$. Multiplying the identity for mode $k$ by $w/2$ gives

$$\frac w4 t_k - \frac w{16}t_k^2 + \frac w{32}t_k^3 - \frac w2(s_k-1) = \frac w{32}(s_k-1)^4\big((s_k+2)^2+1\big).$$

Now sum over $k$. The linear term is $\frac w4\operatorname{tr}T=0$, the quadratic and cubic terms become traces, and the last term on the left becomes $E$:

$$-\frac w{16}\operatorname{tr}T^2+\frac w{32}\operatorname{tr}T^3 - E = \frac w{32}\sum_k (s_k-1)^4\big((s_k+2)^2+1\big).$$

In the proof, `key` is the identity for one mode and `h1` is the vanishing sum of eigenvalues. The rewriting that follows distributes the sum over the terms.

```lean
/-- Exact error of the pairwise plus triple-dipole truncation, as a sum over collective modes, for
traceless `T` with `1 + T` positive definite. -/
theorem truncation_error (w : ℝ) {T : Matrix n n ℝ} (hT : T.IsHermitian)
    (htr : T.trace = 0) (hpos : (1 + T).PosDef) :
    -(w / 16) * (T ^ 2).trace + w / 32 * (T ^ 3).trace - mbdEnergy w hT =
      w / 32 * ∑ k, (√(1 + hT.eigenvalues k) - 1) ^ 4 *
        ((√(1 + hT.eigenvalues k) + 2) ^ 2 + 1) := by
  have h1 : ∑ k, hT.eigenvalues k = 0 := by
    have h := trace_pow_eq_sum hT 1
    simp only [pow_one] at h
    rw [← h, htr]
  have key : ∀ k, w / 32 * ((√(1 + hT.eigenvalues k) - 1) ^ 4 *
      ((√(1 + hT.eigenvalues k) + 2) ^ 2 + 1)) =
      w / 4 * hT.eigenvalues k - w / 16 * hT.eigenvalues k ^ 2
        + w / 32 * hT.eigenvalues k ^ 3 - (modeFrequency w hT k / 2 - w / 2) := by
    intro k
    have hk := one_add_eigenvalue_pos hT hpos k
    unfold modeFrequency
    linear_combination (-(w / 2)) * sqrt_expansion_error (t := hT.eigenvalues k) (by linarith)
  -- the linear term drops out because `T` is traceless
  rw [Finset.mul_sum, Finset.sum_congr rfl (fun k _ => key k), Finset.sum_sub_distrib,
    Finset.sum_add_distrib, Finset.sum_sub_distrib, ← Finset.mul_sum, ← Finset.mul_sum,
    ← Finset.mul_sum, h1, trace_pow_eq_sum hT 2, trace_pow_eq_sum hT 3, mbdEnergy]
  ring
```

## The upper bound

For $w>0$ every term on the right is nonnegative, hence

$$E \le -\frac w{16}\operatorname{tr}T^2+\frac w{32}\operatorname{tr}T^3 .$$

The theorem reads: for a positive frequency (`hw`) and a symmetric (`hT`), traceless (`htr`) coupling matrix with $I+T$ positive definite (`hpos`), the energy `mbdEnergy w hT` is at most the truncated expression. The proof moves everything to one side, inserts the exact error and observes its sign.

The names of the two terms come from the structure of dipole coupling. If the block of $T$ that couples an atom to itself is zero, $\operatorname{tr}T^2$ collects contributions from pairs of atoms and $\operatorname{tr}T^3$ collects contributions from triples of distinct atoms. The theorem asks only for zero total trace, so it covers such matrices and others for which this reading fails. It does not construct $T$ from atomic positions, and it does not treat atoms with different frequencies.

For dispersion corrections in electronic-structure calculations, the result fixes the sign of the error made by stopping at the triple-dipole term, within this model of identical, harmonically bound, dipole-coupled oscillators. The bound concerns $E$ at a single geometry; the error in a difference between two geometries can have either sign.

```lean
/-- For `w > 0` and traceless `T` with `1 + T` positive definite, the pairwise plus triple-dipole
truncation bounds the many-body dispersion energy from above. -/
theorem mbdEnergy_le_truncation {w : ℝ} (hw : 0 < w) {T : Matrix n n ℝ} (hT : T.IsHermitian)
    (htr : T.trace = 0) (hpos : (1 + T).PosDef) :
    mbdEnergy w hT ≤ -(w / 16) * (T ^ 2).trace + w / 32 * (T ^ 3).trace := by
  rw [← sub_nonneg, truncation_error w hT htr hpos]
  exact mul_nonneg (by positivity) (Finset.sum_nonneg fun k _ => by positivity)
```

## Equality only without coupling

If the truncation is exact, the error sum is zero. Its terms are nonnegative, so each one vanishes. The factor $(s_k+2)^2+1$ is positive, so $s_k=1$ and $t_k=s_k^2-1=0$ for every $k$. Then $D=0$, and

$$T = TUU^{\mathsf T} = UDU^{\mathsf T} = 0 .$$

Conversely, if $T=0$ then $\sum_k t_k^2=\operatorname{tr}T^2=0$. All eigenvalues vanish, every $s_k$ equals 1, and the error is zero.

The two branches after `constructor` follow these two arguments. In the first, `hz` records that all eigenvalues vanish, and the final `calc` returns from the eigenvalues to the matrix.

```lean
/-- For `w > 0` and traceless `T` with `1 + T` positive definite, the truncation is exact if and
only if `T = 0`, that is, the oscillators are uncoupled. -/
theorem mbdEnergy_eq_truncation_iff {w : ℝ} (hw : 0 < w) {T : Matrix n n ℝ}
    (hT : T.IsHermitian) (htr : T.trace = 0) (hpos : (1 + T).PosDef) :
    mbdEnergy w hT = -(w / 16) * (T ^ 2).trace + w / 32 * (T ^ 3).trace ↔ T = 0 := by
  have herr := truncation_error w hT htr hpos
  constructor
  · intro h
    rw [h, sub_self] at herr
    have hsum := (mul_eq_zero.mp herr.symm).resolve_left (by positivity)
    rw [Finset.sum_eq_zero_iff_of_nonneg (fun k _ => by positivity)] at hsum
    -- every mode keeps its frequency, so every eigenvalue vanishes
    have hz : hT.eigenvalues = 0 := by
      funext k
      have h4 := (mul_eq_zero.mp (hsum k (Finset.mem_univ k))).resolve_right (by positivity)
      have hs : √(1 + hT.eigenvalues k) = 1 := sub_eq_zero.mp (eq_zero_of_pow_eq_zero h4)
      have hq := Real.sq_sqrt (one_add_eigenvalue_pos hT hpos k).le
      rw [hs] at hq
      simp only [Pi.zero_apply]
      linarith
    obtain ⟨U, hU, hTU⟩ := exists_mode_coordinates hT
    have h0 : T * U = 0 := by rw [hTU, hz]; simp
    calc T = T * U * star U := by rw [mul_assoc, hU, mul_one]
      _ = 0 := by rw [h0, zero_mul]
  · intro h
    have h2 := trace_pow_eq_sum hT 2
    have h0 : (T ^ 2).trace = 0 := by simp [h]
    rw [h0, eq_comm, Finset.sum_eq_zero_iff_of_nonneg (fun k _ => by positivity)] at h2
    have hz : ∀ k, hT.eigenvalues k = 0 := fun k =>
      eq_zero_of_pow_eq_zero (h2 k (Finset.mem_univ k))
    simp only [hz, add_zero, Real.sqrt_one, sub_self] at herr
    norm_num at herr
    linarith
```

## The coupling never raises the zero-point energy

A lower-order estimate settles the sign of $E$ itself. From $(s_k-1)^2\ge 0$ it follows that

$$s_k-1\le\frac{s_k^2-1}{2}=\frac{t_k}{2},$$

and therefore

$$E=\frac w2\sum_k(s_k-1)\le\frac w4\sum_k t_k=\frac w4\operatorname{tr}T=0 .$$

The proof gives `nlinarith` the square $(s_k-1)^2$ multiplied by $w$, which is the inequality above for one mode, and then sums.

```lean
/-- For `w > 0` and traceless `T` with `1 + T` positive definite, the many-body dispersion energy is
at most zero. -/
theorem mbdEnergy_nonpos {w : ℝ} (hw : 0 < w) {T : Matrix n n ℝ} (hT : T.IsHermitian)
    (htr : T.trace = 0) (hpos : (1 + T).PosDef) : mbdEnergy w hT ≤ 0 := by
  have h1 := trace_pow_eq_sum hT 1
  simp only [pow_one] at h1
  calc mbdEnergy w hT ≤ ∑ k, w / 4 * hT.eigenvalues k := by
        refine Finset.sum_le_sum fun k _ => ?_
        have hq := Real.sq_sqrt (one_add_eigenvalue_pos hT hpos k).le
        unfold modeFrequency
        nlinarith [mul_nonneg hw.le (sq_nonneg (√(1 + hT.eigenvalues k) - 1))]
    _ = 0 := by rw [← Finset.mul_sum, ← h1, htr, mul_zero]
```

## A stable coupled pair

Two one-dimensional oscillators with dimensionless coupling $c$ have

$$T=\begin{pmatrix}0&c\\c&0\end{pmatrix}.$$

This matrix is symmetric and traceless. For a displacement $x=(x_0,x_1)$, completing the square gives

$$x^{\mathsf T}(I+T)x = x_0^2+2c\,x_0x_1+x_1^2=(x_0+c\,x_1)^2+(1-c^2)\,x_1^2 .$$

Let $c^2<1$ and $x\ne0$. If $x_1\neq0$, the second term is positive. If $x_1=0$, then $x_0\neq0$ and the first term is positive. The pair is therefore stable, and any nonzero $c$ in this range gives a genuinely coupled system to which the bound applies. There $\operatorname{tr}T^2=2c^2$ and $\operatorname{tr}T^3=0$, so the bound becomes $E\le -wc^2/8$.

The Lean statement lists the three properties of $T$ in the order symmetric, traceless, stable. The completed square is `hform`, and the case distinction on $x_1$ is the `by_cases` step.

```lean
/-- Two oscillators with coupling `c`, where `c² < 1`, have a symmetric traceless coupling matrix
`T` with `1 + T` positive definite. -/
theorem coupled_pair_witness {c : ℝ} (hc : c ^ 2 < 1) :
    (!![0, c; c, 0] : Matrix (Fin 2) (Fin 2) ℝ).IsHermitian ∧
      (!![0, c; c, 0] : Matrix (Fin 2) (Fin 2) ℝ).trace = 0 ∧
      (1 + !![0, c; c, 0] : Matrix (Fin 2) (Fin 2) ℝ).PosDef := by
  have hH : (!![0, c; c, 0] : Matrix (Fin 2) (Fin 2) ℝ).IsHermitian := by
    ext i j
    fin_cases i <;> fin_cases j <;> simp
  refine ⟨hH, by simp [Matrix.trace_fin_two], ?_⟩
  rw [Matrix.posDef_iff_dotProduct_mulVec]
  refine ⟨Matrix.isHermitian_one.add hH, fun {x} hx => ?_⟩
  have hform : star x ⬝ᵥ ((1 + !![0, c; c, 0] : Matrix (Fin 2) (Fin 2) ℝ) *ᵥ x) =
      (x 0 + c * x 1) ^ 2 + (1 - c ^ 2) * x 1 ^ 2 := by
    rw [Matrix.add_mulVec, Matrix.one_mulVec, star_trivial]
    simp [dotProduct, Fin.sum_univ_succ]
    ring
  rw [hform]
  by_cases h1 : x 1 = 0
  · have h0 : x 0 ≠ 0 := fun h0 => hx (by ext i; fin_cases i <;> simp [h0, h1])
    rw [h1]
    have := pow_pos (abs_pos.mpr h0) 2
    rw [sq_abs] at this
    linarith
  · have hb : 0 < x 1 ^ 2 := by positivity
    have := mul_pos (sub_pos.mpr hc) hb
    linarith [sq_nonneg (x 0 + c * x 1)]

end

end ManyBodyDispersion
```

```lean
#print axioms ManyBodyDispersion.forceMatrix_mulVec_mode
#print axioms ManyBodyDispersion.mbdEnergy_le_truncation
#print axioms ManyBodyDispersion.mbdEnergy_eq_truncation_iff
#print axioms ManyBodyDispersion.mbdEnergy_nonpos
```

```
'ManyBodyDispersion.forceMatrix_mulVec_mode' depends on axioms: [propext, Classical.choice, Quot.sound]
'ManyBodyDispersion.mbdEnergy_le_truncation' depends on axioms: [propext, Classical.choice, Quot.sound]
'ManyBodyDispersion.mbdEnergy_eq_truncation_iff' depends on axioms: [propext, Classical.choice, Quot.sound]
'ManyBodyDispersion.mbdEnergy_nonpos' depends on axioms: [propext, Classical.choice, Quot.sound]
```
